# If an additive value assignment gives the identity 1 and each projector of a finite orthonormal basis 0 or 1, exactly one of these projectors has value 1

The theorem `exists_occupied_level` concerns a quantum system with a finite-dimensional state space and a map `v` that assigns a real number to every complex matrix. On Hermitian matrices, the observables, `v` is assumed additive, whether or not they commute; it is also assumed to give the identity the value 1 and each projector |k⟩⟨k| of the standard basis the value 0 or 1. The conclusion is that one of these projectors has value 1 and all the others have value 0. The attempt first shows that the projectors' values sum to 1, so they cannot all be 0. It then splits off one projector of value 1 from the sum and argues that a second would make the total too large.

As first written in Lean, the proof fails:

```lean
import Mathlib

open Matrix

namespace VonNeumannLinearity

noncomputable section

variable {n : Type*} [Fintype n]

/-- A value assignment is additive if the value of a sum of two observables, commuting or not,
is the sum of their values. -/
def IsAdditive (v : Matrix n n ℂ → ℝ) : Prop :=
  ∀ A B : Matrix n n ℂ, A.IsHermitian → B.IsHermitian → v (A + B) = v A + v B

variable [DecidableEq n]

/-- The operator `|i⟩⟨j|` between two basis states. -/
def ketbra (i j : n) : Matrix n n ℂ := Matrix.single i j 1

omit [Fintype n] in
private lemma ketbra_adj (i j : n) : (ketbra i j)ᴴ = ketbra j i := by
  ext a b
  by_cases h1 : i = b <;> by_cases h2 : j = a <;>
    simp [ketbra, Matrix.conjTranspose_apply, h1, h2]

omit [Fintype n] in
private lemma proj_herm (i : n) : (ketbra i i).IsHermitian := ketbra_adj i i

private lemma sum_proj : ∑ k : n, ketbra k k = 1 := by
  ext a b
  rw [Matrix.sum_apply]
  by_cases h : a = b
  · subst h
    simp [ketbra, Matrix.single_apply]
  · rw [Matrix.one_apply_ne h]
    refine Finset.sum_eq_zero fun k _ => ?_
    rw [ketbra, Matrix.single_apply, if_neg]
    exact fun hk => h (hk.1.symm.trans hk.2)

omit [Fintype n] in
private lemma IsAdditive.sum_proj {v : Matrix n n ℂ → ℝ} (hv : IsAdditive v) (s : Finset n) :
    v (∑ k ∈ s, ketbra k k) = ∑ k ∈ s, v (ketbra k k) := by
  induction s using Finset.induction_on with
  | empty =>
    have h := hv 0 0 Matrix.isHermitian_zero Matrix.isHermitian_zero
    rw [add_zero] at h
    simp only [Finset.sum_empty]
    linarith
  | insert a s ha ih =>
    have hs : (∑ k ∈ s, ketbra k k).IsHermitian := by
      change (∑ k ∈ s, ketbra k k)ᴴ = _
      rw [Matrix.conjTranspose_sum]
      simp only [ketbra_adj]
    rw [Finset.sum_insert ha, Finset.sum_insert ha, hv _ _ (proj_herm a) hs, ih]

/-- If an additive assignment gives the identity the value 1 and each basis projector the value
0 or 1, then one basis projector has value 1 and all others have value 0. -/
theorem exists_occupied_level {v : Matrix n n ℂ → ℝ} (hv : IsAdditive v) (h1 : v 1 = 1)
    (hP : ∀ k, v (ketbra k k) = 0 ∨ v (ketbra k k) = 1) :
    ∃ i, v (ketbra i i) = 1 ∧ ∀ j, j ≠ i → v (ketbra j j) = 0 := by
  have hsum : ∑ k, v (ketbra k k) = 1 := by
    rw [← hv.sum_proj, VonNeumannLinearity.sum_proj, h1]
  have hex : ∃ i, v (ketbra i i) = 1 := by
    by_contra hne
    have h0 : ∑ k, v (ketbra k k) = 0 :=
      Finset.sum_eq_zero fun k _ => (hP k).resolve_right fun hk => hne ⟨k, hk⟩
    linarith
  obtain ⟨i, hi⟩ := hex
  refine ⟨i, hi, fun j hj => (hP j).resolve_right fun hj1 => ?_⟩
  -- two occupied levels would push the total above 1
  have hsplit := Finset.add_sum_erase Finset.univ (fun k => v (ketbra k k)) (Finset.mem_univ i)
  have hle : v (ketbra j j) ≤ ∑ k ∈ Finset.univ.erase i, v (ketbra k k) :=
    Finset.single_le_sum (f := fun k => v (ketbra k k))
      (fun k _ => by rcases hP k with h | h <;> simp [h])
      (Finset.mem_erase.mpr ⟨hj, Finset.mem_univ j⟩)
  simp only at hsplit
  linarith

end

end VonNeumannLinearity
```

Lean reports:

```
Main.lean:77:2: error: `simp` made no progress
```

The change, after which it compiles:

```diff
@@ -75,5 +75,5 @@
       (fun k _ => by rcases hP k with h | h <;> simp [h])
       (Finset.mem_erase.mpr ⟨hj, Finset.mem_univ j⟩)
-  simp only at hsplit
+
   linarith
 
```

What went wrong. The message says that `simp only at hsplit` found nothing to change, and `simp` treats that as an error. The hypothesis `hsplit` comes from applying `Finset.add_sum_erase` to the function `fun k => v (ketbra k k)`. Called without lemmas, `simp only` could still have tidied `hsplit` by evaluating that function at its arguments, had any such application been left unevaluated. None was: `hsplit` already said that `v (ketbra i i)` plus the sum over the other indices equals the full sum.

The repair deletes the line, and `linarith` uses `hsplit` as it stands. The full sum is 1 by `hsum` and the value at `i` is 1 by `hi`, so the remaining sum must be 0. But `hle` and `hj1` make it at least 1, which is the contradiction sought. The mathematical argument is unchanged, and the blank line left by the diff has no effect.
